# Two regularized energy denominators: bounds near zero and approach to \(1/D\)

Each regularizer is treated here as a real function of a single real energy denominator \(D\), with its parameter held fixed. For the imaginary level shift this involves a choice, because replacing \(D\) by \(D+ie\) makes the inverse complex; we keep its real part. For the renormalization-group regularizer the choice concerns \(D=0\), where its formula reads \(0/0\); that point is excluded from its bound. The two functions are

\[
R_e(D)=\frac{D}{D^2+e^2},\qquad F_s(D)=\frac{1-\exp(-sD^2)}{D}.
\]

The shift \(e>0\) is an energy that sets how close to zero a denominator must come before it is strongly modified. The flow parameter \(s>0\) has the unit of an inverse squared energy, and \(1/\sqrt s\) plays the same role. In multireference perturbation theory, an intruder state is a perturber with a denominator near zero, which makes \(1/D\) very large.

For these parameters, \(|R_e(D)|\le 1/(2e)\) for every real \(D\), with equality exactly when \(|D|=e\), and \(|F_s(D)|<\sqrt s\) for every \(D\neq0\). As \(D\to+\infty\), \(D^3(1/D-R_e(D))\) tends to \(e^2\), whereas \(D^n(1/D-F_s(D))\) tends to zero for every natural number \(n\).

## Bounds from a square and an exponential

If \(D\) and \(e\) are not both zero, then

\[
\frac1{D+ie}=\frac{D-ie}{D^2+e^2},
\]

and the real part is \(R_e(D)\). For \(e>0\), expanding a square gives

\[
0\le(|D|-e)^2=D^2+e^2-2e|D|,
\]

so \(2e|D|\le D^2+e^2\). Division by the positive number \(2e(D^2+e^2)\) yields \(|R_e(D)|\le1/(2e)\). Equality holds exactly when the square vanishes, that is, when \(|D|=e\).

For finitely many perturber states \(k\) with couplings \(V_k\) and denominators \(D_k\), the triangle inequality then gives

\[
\Bigl|\sum_k|V_k|^2R_e(D_k)\Bigr|\le\sum_k|V_k|^2\,|R_e(D_k)|\le\frac1{2e}\sum_k|V_k|^2 .
\]

For the second regularizer, let \(D\neq0\) and \(x=\sqrt s\,|D|>0\), so that \(sD^2=x^2\). We need \(1-\exp(-x^2)<x\).

- If \(x\le1\), the inequality \(\exp(y)>1+y\) for \(y\neq0\), taken at \(y=-x^2\), gives \(1-\exp(-x^2)<x^2\le x\).
- If \(x>1\), then \(1-\exp(-x^2)<1<x\).

Dividing by \(|D|\) gives \(|F_s(D)|<\sqrt s\). Likewise, let an amplitude \(t\) with real coupling \(V\) satisfy \(Dt=(1-\exp(-sD^2))V\). The damping factor is nonnegative, so

\[
|D||t|=(1-\exp(-sD^2))|V|\le\sqrt s\,|D||V|,
\]

and hence \(|t|\le\sqrt s\,|V|\). If \(D>0\) and \(sD^2=1\), then \(1/D=\sqrt s\) and \(F_s(D)=(1-\exp(-1))\sqrt s\). The growth of the bound with \(\sqrt s\) is therefore of the right order.

## Algebraic and exponential approach to \(1/D\)

For \(D>0\), a common denominator gives

\[
\frac1D-R_e(D)=\frac{e^2}{D(D^2+e^2)},
\]

and therefore

\[
D^3\left(\frac1D-R_e(D)\right)=\frac{e^2D^2}{D^2+e^2}=e^2-\frac{e^4}{D^2+e^2}\longrightarrow e^2 .
\]

The power of \(D\) is easily miscounted here. The relative deviation from \(1/D\) is about \(e^2/D^2\), but the absolute deviation carries one more factor \(1/D\). Weighting the absolute deviation by \(D^2\) would give the limit zero, not \(e^2\).

For the other regularizer, \(1/D-F_s(D)=\exp(-sD^2)/D\). When \(D\ge1\), we have \(D^2\ge D\) and \(1/D\le1\), so

\[
0\le D^n\frac{\exp(-sD^2)}D\le D^n\exp(-sD)=s^{-n}(sD)^n\exp(-sD)\longrightarrow0 .
\]

## The regularizers as Lean functions

The development works over Mathlib's real and complex numbers.

```lean
import Mathlib

open Filter Topology

namespace IntruderRegularization

noncomputable section
```

The first definition is \(R_e(D)\), with the shift as the first argument and the denominator as the second.

```lean
/-- The imaginary-shift replacement `D / (D² + e²)` of the inverse denominator `1 / D`,
for `D` and `e` not both zero. -/
def imagShift (e D : ℝ) : ℝ := D / (D ^ 2 + e ^ 2)
```

The second is \(F_s(D)\), in the same argument order.

```lean
/-- The renormalization-group replacement `(1 - exp (-s D²)) / D` of the inverse
denominator `1 / D`, for `D ≠ 0`. -/
def flowReg (s D : ℝ) : ℝ := (1 - Real.exp (-(s * D ^ 2))) / D
```

The next theorem links `imagShift` to the complex denominator. Its hypothesis `hz` says that \(z\) is a multiplicative inverse of \(D+ie\), which already excludes \(D=e=0\). The proof identifies \(z\) with the inverse and computes its real part.

```lean
/-- If `z` is the inverse of the complex denominator `D + i e`, its real part is the
imaginary-shift regularizer. -/
theorem re_inverse_eq_imagShift (e D : ℝ) (z : ℂ)
    (hz : ((D : ℂ) + (e : ℂ) * Complex.I) * z = 1) : z.re = imagShift e D := by
  rw [eq_inv_of_mul_eq_one_right hz]
  simp [imagShift, Complex.inv_re, Complex.normSq_apply, pow_two]
```

## The imaginary shift near an intruder

The bound holds for every real `D`, including zero. After the absolute value is moved into the numerator, `div_le_div_iff₀` cross-multiplies the inequality. `nlinarith` then closes it with the square \((|D|-e)^2\) and the identity \(|D|^2=D^2\).

```lean
/-- For a shift `e > 0` the imaginary-shift regularizer never exceeds `1 / (2e)` in
absolute value, whatever the real denominator. -/
theorem abs_imagShift_le {e : ℝ} (he : 0 < e) (D : ℝ) :
    |imagShift e D| ≤ 1 / (2 * e) := by
  have hpos : 0 < D ^ 2 + e ^ 2 := by positivity
  rw [imagShift, abs_div, abs_of_pos hpos, div_le_div_iff₀ hpos (by positivity)]
  nlinarith [sq_nonneg (|D| - e), sq_abs D]
```

The equivalence for equality uses `|D| = e`, since both \(D=e\) and \(D=-e\) attain the bound. In the forward direction, the cross-multiplied equation makes the square zero; in the reverse direction, \(D^2=e^2\) is substituted.

```lean
/-- For `e > 0` the bound `1 / (2e)` is attained exactly when the denominator has
absolute value `e`. -/
theorem abs_imagShift_eq_iff {e : ℝ} (he : 0 < e) (D : ℝ) :
    |imagShift e D| = 1 / (2 * e) ↔ |D| = e := by
  have hpos : 0 < D ^ 2 + e ^ 2 := by positivity
  have h2e : 2 * e ≠ 0 := by positivity
  rw [imagShift, abs_div, abs_of_pos hpos, div_eq_div_iff hpos.ne' h2e]
  constructor
  · intro h
    -- equality forces the square (|D| - e)² to vanish
    have hsq : (|D| - e) ^ 2 = 0 := by linear_combination sq_abs D - h
    have h0 : |D| - e = 0 := by
      rcases mul_eq_zero.1 ((pow_two (|D| - e)).symm.trans hsq) with h1 | h1 <;> exact h1
    linarith
  · intro h
    have hD2 : D ^ 2 = e ^ 2 := by rw [← sq_abs, h]
    rw [h]
    linear_combination -hD2
```

In the second-order sum, the finite type `ι` labels the perturber states, `V k` is a complex coupling and `D k` a real denominator. One denominator per state means that the zeroth-order Hamiltonian is diagonal in the perturber states. In such a finite, diagonal model of second-order multireference perturbation theory with the imaginary shift, an intruder with coupling \(V_k\) contributes at most \(|V_k|^2/(2e)\) in absolute value to this sum, however small its denominator. An energy that is afterwards corrected for the shift is a different expression, and the theorem does not bound it. The proof applies the triangle inequality and then the preceding bound term by term.

```lean
/-- For `e > 0` the imaginary-shift second-order sum over finitely many perturber states with
complex couplings `V k` and real denominators `D k` is, in absolute value, at most the sum of the
`‖V k‖ ^ 2` divided by `2e`. -/
theorem abs_secondOrder_le {ι : Type*} [Fintype ι] {e : ℝ} (he : 0 < e)
    (V : ι → ℂ) (D : ι → ℝ) :
    |∑ k, ‖V k‖ ^ 2 * imagShift e (D k)| ≤ (∑ k, ‖V k‖ ^ 2) / (2 * e) := by
  refine (Finset.abs_sum_le_sum_abs _ _).trans ?_
  rw [Finset.sum_div]
  refine Finset.sum_le_sum fun k _ => ?_
  rw [abs_mul, abs_of_nonneg (sq_nonneg ‖V k‖)]
  calc ‖V k‖ ^ 2 * |imagShift e (D k)| ≤ ‖V k‖ ^ 2 * (1 / (2 * e)) :=
        mul_le_mul_of_nonneg_left (abs_imagShift_le he (D k)) (sq_nonneg _)
    _ = ‖V k‖ ^ 2 / (2 * e) := by ring
```

## The flow regularizer near an intruder

The inequality for the damping factor carries the main estimate. The proof rewrites \(sD^2\) as \((\sqrt s\,|D|)^2\), and `generalize` replaces \(\sqrt s\,|D|\) by a positive variable `x`. The two branches are the cases \(x\le1\) and \(x>1\) treated above.

```lean
/-- For `s > 0` and a nonzero denominator, the damping factor `1 - exp (-s D²)` is
strictly smaller than `√s |D|`. -/
theorem damping_lt {s D : ℝ} (hs : 0 < s) (hD : D ≠ 0) :
    1 - Real.exp (-(s * D ^ 2)) < √s * |D| := by
  have hx : 0 < √s * |D| := mul_pos (Real.sqrt_pos.2 hs) (abs_pos.2 hD)
  have hx2 : (√s * |D|) ^ 2 = s * D ^ 2 := by
    rw [mul_pow, Real.sq_sqrt hs.le, sq_abs]
  rw [← hx2]
  generalize √s * |D| = x at hx
  rcases le_or_gt x 1 with h | h
  · -- small x: 1 - exp(-x²) < x² ≤ x
    have hne : -(x ^ 2) ≠ 0 := neg_ne_zero.2 (pow_ne_zero 2 hx.ne')
    have h1 := Real.add_one_lt_exp hne
    nlinarith
  · -- large x: the damping factor is below one
    have h1 := Real.exp_pos (-(x ^ 2))
    linarith
```

The amplitude theorem takes the equation `ht` as its hypothesis, with real `t` and `V`. The condition `D ≠ 0` has real content: at \(D=0\) the equation reads \(0=0\) and leaves \(t\) undetermined. Taking absolute values, applying `damping_lt` and cancelling \(|D|\) reproduces the derivation. With \(V=1\) and \(t=F_s(D)\), the result is the bound \(|F_s(D)|\le\sqrt s\). The theorem concerns a single amplitude, not the energy of a complete renormalization-group method.

```lean
/-- For `s > 0` and `D ≠ 0`, an amplitude `t` that solves the regularized equation
`D t = (1 - exp (-s D²)) V` is at most `√s |V|` in absolute value. -/
theorem abs_flow_amplitude_le {s D t V : ℝ} (hs : 0 < s) (hD : D ≠ 0)
    (ht : D * t = (1 - Real.exp (-(s * D ^ 2))) * V) : |t| ≤ √s * |V| := by
  have h0 : 0 ≤ 1 - Real.exp (-(s * D ^ 2)) := by
    have h1 : Real.exp (-(s * D ^ 2)) ≤ 1 :=
      Real.exp_le_one_iff.2 (neg_nonpos.2 (by positivity))
    linarith
  have h := congrArg abs ht
  rw [abs_mul, abs_mul, abs_of_nonneg h0] at h
  refine le_of_mul_le_mul_left ?_ (abs_pos.2 hD)
  calc |D| * |t| = (1 - Real.exp (-(s * D ^ 2))) * |V| := h
    _ ≤ (√s * |D|) * |V| :=
        mul_le_mul_of_nonneg_right (damping_lt hs hD).le (abs_nonneg V)
    _ = |D| * (√s * |V|) := by ring
```

The value at \(sD^2=1\) follows by recognising \(s\) as \((D^{-1})^2\), so that \(\sqrt s=D^{-1}\) for positive \(D\).

```lean
/-- At the positive denominator with `s D² = 1` the renormalization-group regularizer
equals `(1 - exp (-1)) √s`. -/
theorem flowReg_at_scale {s D : ℝ} (hD : 0 < D) (h : s * D ^ 2 = 1) :
    flowReg s D = (1 - Real.exp (-1)) * √s := by
  have hs : s = (D⁻¹) ^ 2 := by
    rw [inv_pow]
    exact eq_inv_of_mul_eq_one_left h
  have hroot : √s = D⁻¹ := by rw [hs, Real.sqrt_sq (inv_pos.2 hD).le]
  rw [flowReg, h, hroot, div_eq_mul_inv]
```

## Limits at large positive denominators

`Tendsto … atTop (𝓝 a)` says that a function tends to \(a\) as its argument grows to \(+\infty\). The limit for the imaginary shift holds for every real `e`, including zero. The proof first establishes the limit of \(e^2-e^4/(D^2+e^2)\). It then transfers this limit to the scaled deviation, because the two expressions agree for all \(D>0\).

```lean
/-- As the denominator grows to `+∞`, `D³` times the deviation of the imaginary-shift
regularizer from `1 / D` tends to `e²`. -/
theorem imagShift_deviation (e : ℝ) :
    Tendsto (fun D : ℝ => D ^ 3 * (1 / D - imagShift e D)) atTop (𝓝 (e ^ 2)) := by
  have hT : Tendsto (fun D : ℝ => D ^ 2 + e ^ 2) atTop atTop :=
    tendsto_atTop_add_const_right _ _ (tendsto_pow_atTop two_ne_zero)
  have h := ((tendsto_inv_atTop_zero.comp hT).const_mul (e ^ 4)).const_sub (e ^ 2)
  rw [mul_zero, sub_zero] at h
  refine h.congr' ?_
  filter_upwards [eventually_gt_atTop (0 : ℝ)] with D hD
  have hne : D ^ 2 + e ^ 2 ≠ 0 := by positivity
  -- the scaled deviation is e² - e⁴ / (D² + e²)
  simp only [Function.comp_apply, imagShift]
  field_simp
  ring
```

For the flow regularizer, `n` is an arbitrary natural number and `s` is positive. The local statement `hdev` is the identity for the deviation. `squeeze_zero'` places the weighted deviation between zero and \(s^{-n}(sD)^n\exp(-sD)\) for \(D\ge1\), and Mathlib supplies the limit of a power times a decaying exponential.

```lean
/-- For `s > 0`, as the denominator grows to `+∞`, the deviation of the
renormalization-group regularizer from `1 / D` tends to zero even after multiplication
by any power `Dⁿ`. -/
theorem flowReg_deviation {s : ℝ} (hs : 0 < s) (n : ℕ) :
    Tendsto (fun D : ℝ => D ^ n * (1 / D - flowReg s D)) atTop (𝓝 0) := by
  have hdev : ∀ D : ℝ, 1 / D - flowReg s D = Real.exp (-(s * D ^ 2)) / D := by
    intro D
    rw [flowReg]
    ring
  have hT : Tendsto (fun D : ℝ => s * D) atTop atTop := tendsto_id.const_mul_atTop hs
  have h := ((Real.tendsto_pow_mul_exp_neg_atTop_nhds_zero n).comp hT).const_mul (s ^ n)⁻¹
  rw [mul_zero] at h
  refine squeeze_zero' ?_ ?_ h
  · filter_upwards [eventually_ge_atTop (1 : ℝ)] with D hD
    rw [hdev]
    positivity
  · filter_upwards [eventually_ge_atTop (1 : ℝ)] with D hD
    -- for D ≥ 1 the Gaussian tail lies below a simple exponential
    have hDD : s * D ≤ s * D ^ 2 :=
      mul_le_mul_of_nonneg_left (by nlinarith) hs.le
    have hexp : Real.exp (-(s * D ^ 2)) / D ≤ Real.exp (-(s * D)) :=
      (div_le_self (Real.exp_pos _).le hD).trans (Real.exp_le_exp.2 (neg_le_neg hDD))
    have hsn : s ^ n ≠ 0 := pow_ne_zero n hs.ne'
    rw [hdev]
    calc D ^ n * (Real.exp (-(s * D ^ 2)) / D) ≤ D ^ n * Real.exp (-(s * D)) :=
          mul_le_mul_of_nonneg_left hexp (by positivity)
      _ = (s ^ n)⁻¹ * ((s * D) ^ n * Real.exp (-(s * D))) := by
          rw [mul_pow, mul_assoc, inv_mul_cancel_left₀ hsn]

end

end IntruderRegularization
```

```lean
#print axioms IntruderRegularization.abs_secondOrder_le
#print axioms IntruderRegularization.flowReg_at_scale
#print axioms IntruderRegularization.imagShift_deviation
#print axioms IntruderRegularization.flowReg_deviation
```

```
'IntruderRegularization.abs_secondOrder_le' depends on axioms: [propext, Classical.choice, Quot.sound]
'IntruderRegularization.flowReg_at_scale' depends on axioms: [propext, Classical.choice, Quot.sound]
'IntruderRegularization.imagShift_deviation' depends on axioms: [propext, Classical.choice, Quot.sound]
'IntruderRegularization.flowReg_deviation' depends on axioms: [propext, Classical.choice, Quot.sound]
```

Both limits keep the regularization parameter fixed while the denominator grows. They describe how far a well-separated perturber is disturbed by the regularization, and they do not determine which value of \(e\) or \(s\) gives the better energy for a molecule.
